# Shifted Newton steps converge to the shortest Newton step as the shift vanishes, if the gradient lies in the range of a symmetric positive semidefinite Hessian

## Does the step blow up when I take the shift to zero?

A singular Hessian leaves my Newton step undefined. Two atoms on a line, joined by a spring of unit force constant, already show it:

$$H=\begin{pmatrix}1&-1\\-1&1\end{pmatrix},\qquad g=\begin{pmatrix}2\\-2\end{pmatrix}.$$

The equation $Hs=-g$ is solved by $(-1+c,\;1+c)$ for every real $c$, because moving both atoms together costs nothing. A linear solver may stop with an error or return a step with an arbitrary translation in it. So I solve $(H+\mu I)s=-g$ with a small $\mu>0$ instead. But $(H+\mu I)^{-1}$ has an eigenvalue $1/\mu$, which diverges as I reduce the shift. Why should the step stay finite, and which of the infinitely many solutions does it approach?

## It stays finite if there is no force along the flat directions

The large eigenvalue acts only on the part of $g$ along null vectors of $H$. If $g$ lies in the range of $H$, that part is zero, and the step tends to the shortest solution of $Hs=-g$. In your example this is $(-1,1)$, the solution without translation.

The range condition says physically that no force acts along a direction of zero curvature. Here it holds because the forces on the two atoms cancel.

### The derivation

Let $H$ be a symmetric linear map on a finite-dimensional real inner product space, with $\langle x,Hx\rangle\ge 0$ for all $x$, and let $g$ be in its range.

**The shifted step exists and is unique.** If $(H+\mu)x=0$, the inner product with $x$ gives $0=\langle x,Hx\rangle+\mu\|x\|^2\ge\mu\|x\|^2$, so $x=0$. Thus $H+\mu$ is injective and, in finite dimension, also onto. Call the solution $s(\mu)$.

**Some Newton solution lies in the range.** Write $g=Hx$ and split $x=Hy+z$ with $z$ orthogonal to the range. Then $\|Hz\|^2=\langle H(Hz),z\rangle=0$, so $Hz=0$ and $g=H(Hy)$. With $w=-y$ we get $H(Hw)=-g$. Set $s_0=Hw$.

**That solution is the shortest.** If $Ht=-g$, then $H(t-s_0)=0$, and symmetry gives $\langle s_0,t-s_0\rangle=\langle w,H(t-s_0)\rangle=0$. By Pythagoras,

$$\|t\|^2=\|s_0\|^2+\|t-s_0\|^2,$$

so every other solution is strictly longer.

**The error is at most linear in the shift.** Let $d=s(\mu)-s_0$. Subtracting the two equations gives $Hd=-\mu s(\mu)$. Adding $\mu Hw=\mu s_0$ turns this into $H(d+\mu w)=-\mu d$. Positivity along $d+\mu w$ now reads

$$0\le\langle d+\mu w,\,-\mu d\rangle=-\mu\left(\|d\|^2+\mu\langle w,d\rangle\right).$$

Hence $\|d\|^2\le-\mu\langle w,d\rangle\le\mu\|w\|\,\|d\|$ by Cauchy–Schwarz, and so $\|s(\mu)-s_0\|\le\mu\|w\|$. The right side vanishes with $\mu$.

**The shifted step is never too long.** For any solution $t$ of $Ht=-g$ we have $H(s(\mu)-t)=-\mu s(\mu)$. Positivity along $s(\mu)-t$ gives $\|s(\mu)\|^2\le\langle t,s(\mu)\rangle\le\|t\|\,\|s(\mu)\|$, so $\|s(\mu)\|\le\|t\|$.

**A limit must solve the Newton equation.** If $s(\mu)\to s_0$ for some vector $s_0$, now without assuming that $g$ is in the range, then $Hs(\mu)+\mu s(\mu)\to Hs_0$. The left side equals $-g$ for every $\mu>0$, so $Hs_0=-g$.

### Your two atoms at a shift of 0.1

Since $g$ is an eigenvector of $H$ with eigenvalue 2, the step is $s(\mu)=(-2,2)/(2+\mu)$. At $\mu=0.1$ this is about $(-0.952,\,0.952)$, at a distance of about $0.067$ from $(-1,1)$. The vector $w=(-\tfrac12,\tfrac12)$ satisfies $Hw=(-1,1)$, so the bound is $0.1\,\|w\|\approx0.071$.

### A net force makes the step diverge

Keep $H$ and take $g=(1,1)$, which is a null vector and not in the range. Then $s(\mu)=-(1,1)/\mu$, which grows without limit. A small spurious net force in a computed gradient is amplified in the same way, so it should be projected out before the shift is made very small.

### What the Lean statements say

`E` is a real inner product space, and `H : E →ₗ[ℝ] E` is the Hessian as a linear map; a real symmetric matrix in an orthonormal basis is one example. `H.IsSymmetric` means $\langle Hx,y\rangle=\langle x,Hy\rangle$, `hpos` is positive semidefiniteness, and `hg` puts the gradient in the range.

Two definitions fix the steps by their equations. `IsShiftedStep H g μ s` says $Hs+\mu s=-g$. `IsMinNormStep H g s` says that $s$ solves $Hs=-g$ and that no solution is shorter. Textbooks often write the latter step as $-H^{+}g$ with the Moore–Penrose pseudoinverse; no pseudoinverse is defined here.

In the convergence theorem, `s : ℝ → E` is a whole family of steps, constrained only at positive shifts, while in the earlier lemmas `s` is a single vector. The filter `𝓝[>] 0` means that $\mu$ approaches zero from above. The conclusion gives one vector `s₀` that is a minimal-norm step, is the only one, and is the limit of the family.

`bondHessian k u` sends $x$ to $k\langle u,x\rangle u$, with $u$ a unit vector in the theorem about it. Its `k` is the curvature along $u$. For your atoms $u=(1,-1)/\sqrt2$ and $k=2$, twice the spring constant, and the gradient $fu$ has $f=2\sqrt2$. For a stretched bond in three dimensions, this form leaves out the transverse curvature.

For a fixed, finite-dimensional quadratic model with no negative curvature and no force along its flat directions, the result describes the small-shift limit of a single level-shifted step in a geometry optimisation. It also applies to the linear least-squares problem inside Anderson mixing, at fixed real data: with residual differences as the columns of $A$ and current residual $r$, one has $H=A^{\mathsf T}A$ and $g=-A^{\mathsf T}r$, which is always in the range. In a real geometry optimisation the quadratic model is an approximation, and the theorems do not guarantee that the full step $s(\mu)$ lowers the true energy.

```lean
import Mathlib

open Filter Topology

namespace VanishingShift

variable {E : Type*} [NormedAddCommGroup E] [InnerProductSpace ℝ E]

/-- The step `s` solves the level-shifted Newton equation `(H + μ) s = -g`. -/
def IsShiftedStep (H : E →ₗ[ℝ] E) (g : E) (μ : ℝ) (s : E) : Prop :=
  H s + μ • s = -g

/-- The step `s` solves the Newton equation `H s = -g`, and no other solution is shorter. -/
def IsMinNormStep (H : E →ₗ[ℝ] E) (g s : E) : Prop :=
  H s = -g ∧ ∀ t, H t = -g → ‖s‖ ≤ ‖t‖

/-- In finite dimension, for a positive semidefinite Hessian and a positive shift, the shifted
Newton equation has exactly one solution, whatever the gradient. -/
theorem existsUnique_shiftedStep [FiniteDimensional ℝ E] {H : E →ₗ[ℝ] E}
    (hpos : ∀ x, 0 ≤ inner ℝ x (H x)) (g : E) {μ : ℝ} (hμ : 0 < μ) :
    ∃! s, IsShiftedStep H g μ s := by
  -- positivity excludes null vectors of the shifted Hessian
  have hinj : Function.Injective (H + μ • (LinearMap.id : E →ₗ[ℝ] E)) := by
    rw [← LinearMap.ker_eq_bot, LinearMap.ker_eq_bot']
    intro x hx
    have h1 : H x + μ • x = 0 := hx
    have h2 : inner ℝ x (H x + μ • x) = 0 := by rw [h1, inner_zero_right]
    rw [inner_add_right, real_inner_smul_right, real_inner_self_eq_norm_sq] at h2
    by_contra hne
    have h3 := mul_pos hμ (pow_pos (norm_pos_iff.mpr hne) 2)
    linarith [hpos x]
  -- in finite dimension an injective operator is onto
  obtain ⟨s, hs⟩ := LinearMap.injective_iff_surjective.mp hinj (-g)
  refine ⟨s, hs, fun t ht => hinj ?_⟩
  exact Eq.trans ht hs.symm

/-- In finite dimension, if the gradient lies in the range of a symmetric Hessian, the Newton
equation has a solution `H w` that itself lies in the range of the Hessian. -/
theorem exists_solution_in_range [FiniteDimensional ℝ E] {H : E →ₗ[ℝ] E}
    (hH : H.IsSymmetric) {g : E} (hg : g ∈ LinearMap.range H) :
    ∃ w, H (H w) = -g := by
  obtain ⟨x, rfl⟩ := hg
  obtain ⟨y, ⟨w, rfl⟩, z, hz, hx⟩ :=
    (LinearMap.range H).exists_add_mem_mem_orthogonal x
  -- the part orthogonal to the range is annihilated by the Hessian
  have hz0 : H z = 0 := by
    have h1 : inner ℝ (H (H z)) z = 0 :=
      (Submodule.mem_orthogonal _ _).mp hz _ ⟨H z, rfl⟩
    have h2 : inner ℝ (H (H z)) z = inner ℝ (H z) (H z) := hH (H z) z
    exact inner_self_eq_zero.mp (h2.symm.trans h1)
  refine ⟨-w, ?_⟩
  rw [hx, map_add, hz0, add_zero, map_neg, map_neg]

/-- For a symmetric Hessian, a Newton solution `H w` in the range of the Hessian is strictly
shorter than every other solution. -/
theorem range_solution_shortest {H : E →ₗ[ℝ] E} (hH : H.IsSymmetric) {g w t : E}
    (hw : H (H w) = -g) (ht : H t = -g) (hne : t ≠ H w) : ‖H w‖ < ‖t‖ := by
  -- two solutions differ by a null vector, which is orthogonal to the range
  have horth : inner ℝ (H w) (t - H w) = 0 := by
    have h1 : inner ℝ (H w) (t - H w) = inner ℝ w (H (t - H w)) := hH w (t - H w)
    rw [h1, map_sub, ht, hw, sub_self, inner_zero_right]
  have hpyth := norm_add_sq_real (H w) (t - H w)
  rw [horth, add_sub_cancel] at hpyth
  have hd := pow_pos (norm_pos_iff.mpr (sub_ne_zero.mpr hne)) 2
  by_contra hle
  have hle' := not_lt.mp hle
  nlinarith [norm_nonneg t, norm_nonneg (H w)]

/-- For a positive semidefinite Hessian and a positive shift, the shifted step is at most as
long as any solution of the unshifted Newton equation. -/
theorem shiftedStep_norm_le {H : E →ₗ[ℝ] E} (hpos : ∀ x, 0 ≤ inner ℝ x (H x))
    {g s t : E} {μ : ℝ} (hμ : 0 < μ) (hs : IsShiftedStep H g μ s) (ht : H t = -g) :
    ‖s‖ ≤ ‖t‖ := by
  have hs' : H s = -g - μ • s := eq_sub_of_add_eq hs
  have hd : H (s - t) = -(μ • s) := by
    rw [map_sub, hs', ht]
    module
  have hp := hpos (s - t)
  rw [hd, inner_neg_right, real_inner_smul_right, inner_sub_left,
    real_inner_self_eq_norm_sq] at hp
  have hc := real_inner_le_norm t s
  by_contra hlt
  have hlt' := not_le.mp hlt
  have hs0 : 0 < ‖s‖ := lt_of_le_of_lt (norm_nonneg t) hlt'
  have h1 : 0 < ‖s‖ ^ 2 - inner ℝ t s := by
    nlinarith [mul_pos hs0 (sub_pos.mpr hlt')]
  linarith [mul_pos hμ h1]

/-- For a positive semidefinite Hessian and a positive shift `μ`, the shifted step deviates
from a Newton solution of the form `H w` by at most `μ ‖w‖`. -/
theorem shiftedStep_error_le {H : E →ₗ[ℝ] E} (hpos : ∀ x, 0 ≤ inner ℝ x (H x))
    {g s w : E} {μ : ℝ} (hμ : 0 < μ) (hs : IsShiftedStep H g μ s)
    (hw : H (H w) = -g) : ‖s - H w‖ ≤ μ * ‖w‖ := by
  have hs' : H s = -g - μ • s := eq_sub_of_add_eq hs
  have he : H (s - H w + μ • w) = -(μ • (s - H w)) := by
    rw [map_add, map_sub, map_smul, hs', hw]
    module
  -- positivity of the quadratic form along the corrected error
  have hp := hpos (s - H w + μ • w)
  rw [he] at hp
  generalize s - H w = d at hp ⊢
  rw [inner_neg_right, real_inner_smul_right, inner_add_left,
    real_inner_self_eq_norm_sq, real_inner_smul_left] at hp
  have hc := neg_le_of_abs_le (abs_real_inner_le_norm w d)
  by_contra hlt
  have hlt' := not_le.mp hlt
  have hd0 : 0 < ‖d‖ := lt_of_le_of_lt (mul_nonneg hμ.le (norm_nonneg w)) hlt'
  have h1 : 0 < ‖d‖ ^ 2 + μ * inner ℝ w d := by
    nlinarith [mul_pos hd0 (sub_pos.mpr hlt'), mul_le_mul_of_nonneg_left hc hμ.le]
  linarith [mul_pos hμ h1]

/-- In finite dimension, for a symmetric positive semidefinite Hessian and a gradient in its range,
the shifted steps converge, as the shift tends to zero from above, to the unique minimal-norm
solution of the Newton equation. -/
theorem shiftedStep_tendsto_minNorm [FiniteDimensional ℝ E] {H : E →ₗ[ℝ] E}
    (hH : H.IsSymmetric) (hpos : ∀ x, 0 ≤ inner ℝ x (H x)) {g : E}
    (hg : g ∈ LinearMap.range H) {s : ℝ → E}
    (hs : ∀ μ, 0 < μ → IsShiftedStep H g μ (s μ)) :
    ∃ s₀, IsMinNormStep H g s₀ ∧ (∀ t, IsMinNormStep H g t → t = s₀) ∧
      Tendsto s (𝓝[>] 0) (𝓝 s₀) := by
  obtain ⟨w, hw⟩ := exists_solution_in_range hH hg
  refine ⟨H w, ⟨hw, fun t ht => ?_⟩, fun t ht => ?_, ?_⟩
  · by_cases h : t = H w
    · rw [h]
    · exact (range_solution_shortest hH hw ht h).le
  · by_contra h
    exact not_le_of_gt (range_solution_shortest hH hw ht.1 h) (ht.2 _ hw)
  · -- the error is squeezed by a bound linear in the shift
    have hcont : Continuous (fun μ : ℝ => μ * ‖w‖) := by fun_prop
    have h0 : Tendsto (fun μ : ℝ => μ * ‖w‖) (𝓝[>] 0) (𝓝 (0 * ‖w‖)) :=
      (hcont.tendsto 0).mono_left nhdsWithin_le_nhds
    rw [zero_mul] at h0
    rw [tendsto_iff_norm_sub_tendsto_zero]
    refine squeeze_zero' (Eventually.of_forall fun μ => norm_nonneg _) ?_ h0
    filter_upwards [self_mem_nhdsWithin] with μ hμ
    exact shiftedStep_error_le hpos hμ (hs μ hμ) hw

/-- In finite dimension, if shifted steps converge as the shift tends to zero from above, their
limit solves the unshifted Newton equation. -/
theorem limit_solves_newton [FiniteDimensional ℝ E] {H : E →ₗ[ℝ] E} {g s₀ : E}
    {s : ℝ → E} (hs : ∀ μ, 0 < μ → IsShiftedStep H g μ (s μ))
    (hlim : Tendsto s (𝓝[>] 0) (𝓝 s₀)) : H s₀ = -g := by
  have hid : Tendsto (fun μ : ℝ => μ) (𝓝[>] 0) (𝓝 0) :=
    tendsto_id.mono_left nhdsWithin_le_nhds
  have h1 : Tendsto (fun μ => H (s μ) + μ • s μ) (𝓝[>] 0) (𝓝 (H s₀ + (0 : ℝ) • s₀)) :=
    ((H.continuous_of_finiteDimensional.tendsto s₀).comp hlim).add (hid.smul hlim)
  have h2 : Tendsto (fun μ => H (s μ) + μ • s μ) (𝓝[>] 0) (𝓝 (-g)) := by
    refine tendsto_const_nhds.congr' ?_
    filter_upwards [self_mem_nhdsWithin] with μ hμ
    exact (hs μ hμ).symm
  have h3 := tendsto_nhds_unique h1 h2
  rwa [zero_smul, add_zero] at h3

/-- The Hessian of the harmonic energy `k ⟨u, x⟩² / 2`: a displacement `x` is sent to `k ⟨u, x⟩ u`.
For a unit vector `u`, `k` is the curvature along `u`. -/
noncomputable def bondHessian (k : ℝ) (u : E) : E →ₗ[ℝ] E where
  toFun x := (k * inner ℝ u x) • u
  map_add' x y := by rw [inner_add_right, mul_add, add_smul]
  map_smul' c x := by
    rw [real_inner_smul_right, RingHom.id_apply, smul_smul]
    congr 1
    ring

/-- For `k > 0` and a unit vector `u`, the bond Hessian is symmetric and positive semidefinite,
annihilates displacements orthogonal to `u`, has `f u` in its range, and for this gradient has
the shifted steps `-f / (k + μ) u` for `μ > 0`. -/
theorem bondHessian_witness {k : ℝ} (hk : 0 < k) {u : E} (hu : ‖u‖ = 1) (f : ℝ) :
    (bondHessian k u).IsSymmetric ∧ (∀ x, 0 ≤ inner ℝ x (bondHessian k u x)) ∧
      (∀ v, inner ℝ u v = 0 → bondHessian k u v = 0) ∧
      f • u ∈ LinearMap.range (bondHessian k u) ∧
      ∀ μ, 0 < μ → IsShiftedStep (bondHessian k u) (f • u) μ ((-f / (k + μ)) • u) := by
  have happ : ∀ x, bondHessian k u x = (k * inner ℝ u x) • u := fun _ => rfl
  refine ⟨fun x y => ?_, fun x => ?_, fun v hv => ?_, ⟨(f / k) • u, ?_⟩, fun μ hμ => ?_⟩
  · rw [happ x, happ y, real_inner_smul_left, real_inner_smul_right, real_inner_comm u x]
    ring
  · rw [happ, real_inner_smul_right, real_inner_comm u x, mul_assoc]
    exact mul_nonneg hk.le (mul_self_nonneg _)
  · rw [happ, hv, mul_zero, zero_smul]
  · have hc : k * (f / k) = f := by field_simp
    rw [happ, real_inner_smul_right, real_inner_self_eq_norm_sq, hu, one_pow, mul_one, hc]
  · have hne : k + μ ≠ 0 := (add_pos hk hμ).ne'
    have hc : (k + μ) * (-f / (k + μ)) = -f := by field_simp
    unfold IsShiftedStep
    rw [happ, real_inner_smul_right, real_inner_self_eq_norm_sq, hu, one_pow, mul_one,
      smul_smul, ← add_smul, ← add_mul, hc, neg_smul]

end VanishingShift
```

```lean
#print axioms VanishingShift.existsUnique_shiftedStep
-- 'VanishingShift.existsUnique_shiftedStep' depends on axioms: [propext, Classical.choice, Quot.sound]
#print axioms VanishingShift.shiftedStep_norm_le
-- 'VanishingShift.shiftedStep_norm_le' depends on axioms: [propext, Classical.choice, Quot.sound]
#print axioms VanishingShift.shiftedStep_tendsto_minNorm
-- 'VanishingShift.shiftedStep_tendsto_minNorm' depends on axioms: [propext, Classical.choice, Quot.sound]
#print axioms VanishingShift.limit_solves_newton
-- 'VanishingShift.limit_solves_newton' depends on axioms: [propext, Classical.choice, Quot.sound]
```

### How the lemmas match the derivation

`existsUnique_shiftedStep` shows that the kernel of $H+\mu$ is trivial by the inner product with $x$. `LinearMap.injective_iff_surjective` then supplies a solution, and injectivity makes it unique.

`exists_solution_in_range` takes the orthogonal splitting from `exists_add_mem_mem_orthogonal`. Its `hz0` is the computation of $\|Hz\|^2$, and the final `-w` supplies the sign. `range_solution_shortest` proves the orthogonality as `horth` and uses `norm_add_sq_real` for Pythagoras. It needs symmetry but not positivity.

`shiftedStep_norm_le` and `shiftedStep_error_le` need positivity but not symmetry. In the second, `he` is the identity $H(d+\mu w)=-\mu d$, and `generalize` gives the error its short name `d`. The derivation above divides by $\|d\|$; the Lean proof instead assumes $\|d\|>\mu\|w\|$, which forces $\|d\|>0$. Then `nlinarith` derives $\|d\|^2+\mu\langle w,d\rangle>0$, contradicting positivity. The length bound follows the same pattern.

`shiftedStep_tendsto_minNorm` takes `H w` as the limit. Strict shortness gives both minimality and uniqueness: a different minimal-norm step would be longer than `H w`. For convergence, `squeeze_zero'` traps the error norm between zero and $\mu\|w\|$, and `filter_upwards` restricts attention to positive shifts, where the error bound applies.

`limit_solves_newton` computes the limit of $Hs(\mu)+\mu s(\mu)$ twice, once from the continuity of $H$ and once from the defining equation, and equates the results by `tendsto_nhds_unique`. It assumes neither symmetry nor positivity.

`bondHessian_witness` checks the bond example by substitution. It confirms symmetry, positivity, the null directions orthogonal to $u$, and that $fu$ is in the range, and it verifies the shifted step $-f/(k+\mu)\,u$.
